# For the n-site cyclic shift with b = e₀, GMRES from a zero guess stays at residual one until step n

Q: GMRES is an algorithm: it builds Arnoldi vectors, fills a Hessenberg matrix and solves a small least-squares problem. Your Lean code has none of that, only a subspace and inequalities about its vectors. Why should I accept it as a statement about GMRES?

A: Because the code models what GMRES returns and leaves out how it gets there. Starting from the guess zero, step $k$ returns a vector $x$ that minimises $\|b-Ax\|$ over the Krylov space
$$K_k=\mathrm{span}\{b,Ab,\dots,A^{k-1}b\}.$$
A lower bound on the residual that holds for every $x\in K_k$ therefore holds for the iterate, whichever implementation produced it. Rounding errors are not modelled. A nonzero starting guess is covered only if you take $b$ to be the initial residual and $x$ the correction.

Q: Then convince me by hand first. When does GMRES get nowhere?

A: Exactly when $b$ is orthogonal to $Ab,\dots,A^kb$. Suppose it is, and write $x=\sum_{j<k}c_jA^jb$. Then
$$\langle b,Ax\rangle=\sum_{j<k}c_j\langle b,A^{j+1}b\rangle=0,$$
because the exponents $j+1$ run from $1$ to $k$. Expanding the square gives
$$\|b-Ax\|^2=\|b\|^2-2\,\mathrm{Re}\langle b,Ax\rangle+\|Ax\|^2=\|b\|^2+\|Ax\|^2\ge\|b\|^2.$$

Q: That is one direction. Could the residual stall for some other reason, with a nonzero overlap?

A: No. Take $1\le j\le k$, write $j=i+1$, and set $y=A^{i+1}b$ and $z=\langle b,y\rangle$. Suppose $z\neq0$. For real $t$ the trial vector $x=t z^*A^ib$ lies in $K_k$, and $Ax=tz^*y$, so
$$\|b-Ax\|^2=\|b\|^2-2t|z|^2+t^2|z|^2\|y\|^2.$$
Choose $t=1/(\|y\|^2+1)$. Then $t\|y\|^2=1-t$, and the change in the squared residual is
$$-2t|z|^2+t(1-t)|z|^2=-t(1+t)|z|^2<0.$$
A nonzero overlap therefore always allows an improvement.

Q: And the shift?

A: Label the sites of a ring by integers modulo $n$, with $(Ax)_i=x_{i-1}$. Then $Ae_i=e_{i+1}$, and $A^je_0=e_j$. For $1\le j\le k<n$ the index $j$ is not zero modulo $n$, so $e_j\perp e_0$ and the criterion applies to $b=e_0$. The shift only relabels amplitudes, so $\|Ax\|=\|x\|$ and
$$\|e_0-Ax\|^2=1+\|x\|^2\qquad(x\in K_k,\ k<n).$$
The unique minimiser is $x=0$, with residual one. At step $n$ the vector $A^{n-1}e_0=e_{n-1}=e_{-1}$ enters the space, and $Ae_{-1}=e_0$ solves the system.

Q: Now the Lean version. What kind of space and operator does it assume?

A: The general part takes any complex inner product space `E`, with no assumption of finite dimension.

```lean
import Mathlib

noncomputable section

namespace GMRESStagnation

variable {E : Type*} [NormedAddCommGroup E] [InnerProductSpace ℂ E]
```

The operator is a `Module.End ℂ E`, a linear map defined on all of `E`. It need not be Hermitian, normal or invertible.

```lean
/-- The Krylov space `K_k`, spanned by `b, A b, ..., A^(k-1) b`. -/
def krylov (A : Module.End ℂ E) (b : E) (k : ℕ) : Submodule ℂ E :=
  Submodule.span ℂ {v | ∃ j < k, v = (A ^ j) b}
```

The condition `j < k` fixes the counting: `krylov A b k` is spanned by $k$ vectors, the last being $A^{k-1}b$. For $k=0$ it contains only the zero vector, which is the starting guess.

Q: How does Lean get from orthogonality on the powers to orthogonality on all of $AK_k$?

A: By induction over the span, which replaces the explicit sum over $c_j$. The claim is checked for a generator $A^jb$, where `pow_succ'` lets Lean rewrite $A^{j+1}b$ as $A(A^jb)$, then for zero, for sums and for scalar multiples. The inner product `inner ℂ b y` is linear in its second argument, so the coefficient comes out without conjugation.

```lean
/-- If `b` is orthogonal to `A b, ..., A^k b`, then it is orthogonal to `A x` for every `x`
in the Krylov space `K_k`. -/
theorem inner_image_eq_zero {A : Module.End ℂ E} {b x : E} {k : ℕ}
    (h : ∀ j, 1 ≤ j → j ≤ k → inner ℂ b ((A ^ j) b) = 0) (hx : x ∈ krylov A b k) :
    inner ℂ b (A x) = 0 := by
  unfold krylov at hx
  induction hx using Submodule.span_induction with
  | mem v hv =>
    obtain ⟨j, hj, rfl⟩ := hv
    have h1 := h (j + 1) (by omega) (by omega)
    rwa [pow_succ', Module.End.mul_apply] at h1
  | zero => simp
  | add u v _ _ hu hv => rw [map_add, inner_add_right, hu, hv, add_zero]
  | smul c v _ hv => rw [map_smul, inner_smul_right, hv, mul_zero]
```

The residual identity is then the expansion of the square, `norm_sub_sq`, with the cross term removed.

```lean
/-- If `b` is orthogonal to `A b, ..., A^k b`, the squared residual of any trial vector `x`
in `K_k` is the sum of the squared norms of `b` and `A x`. -/
theorem residual_sq {A : Module.End ℂ E} {b x : E} {k : ℕ}
    (h : ∀ j, 1 ≤ j → j ≤ k → inner ℂ b ((A ^ j) b) = 0) (hx : x ∈ krylov A b k) :
    ‖b - A x‖ ^ 2 = ‖b‖ ^ 2 + ‖A x‖ ^ 2 := by
  rw [norm_sub_sq (𝕜 := ℂ), inner_image_eq_zero h hx]
  simp
```

Q: The equivalence is the part I would distrust. Does it really say "no progress"?

A: Its left side says that every $x\in K_k$ has $\|b\|\le\|b-Ax\|$. Since $x=0$ attains $\|b\|$, this means that the best residual available at step $k$ is still the initial one. The right side lists the vanishing overlaps for $1\le j\le k$.

```lean
/-- Stagnation criterion: no vector of `K_k` has a residual smaller than `‖b‖` if and only if
`b` is orthogonal to `A b, ..., A^k b`. -/
theorem stagnation_iff (A : Module.End ℂ E) (b : E) (k : ℕ) :
    (∀ x ∈ krylov A b k, ‖b‖ ≤ ‖b - A x‖) ↔
      ∀ j, 1 ≤ j → j ≤ k → inner ℂ b ((A ^ j) b) = 0 := by
  constructor
  · intro h j hj1 hjk
    obtain ⟨i, rfl⟩ : ∃ i, j = i + 1 := ⟨j - 1, by omega⟩
    have hmem : (A ^ i) b ∈ krylov A b k := Submodule.subset_span ⟨i, by omega, rfl⟩
    have hAy : A ((A ^ i) b) = (A ^ (i + 1)) b := by
      rw [pow_succ', Module.End.mul_apply]
    generalize (A ^ (i + 1)) b = y at hAy ⊢
    obtain ⟨z, hz⟩ : ∃ z : ℂ, inner ℂ b y = z := ⟨_, rfl⟩
    rw [hz]
    -- compare with the trial vector `t z* A^i b`, for real `t`
    have key : ∀ t : ℝ, 2 * (t * ‖z‖ ^ 2) ≤ t ^ 2 * ‖z‖ ^ 2 * ‖y‖ ^ 2 := by
      intro t
      have h1 := h _ (Submodule.smul_mem _ ((t : ℂ) * star z) hmem)
      rw [map_smul, hAy] at h1
      have h2 : ‖b‖ ^ 2 ≤ ‖b - ((t : ℂ) * star z) • y‖ ^ 2 :=
        pow_le_pow_left₀ (norm_nonneg _) h1 2
      have h3 : RCLike.re (inner ℂ b (((t : ℂ) * star z) • y)) = t * ‖z‖ ^ 2 := by
        rw [inner_smul_right, hz]
        change (((t : ℂ) * star z) * z).re = _
        rw [Complex.sq_norm, Complex.normSq_apply]
        simp [Complex.mul_re, Complex.mul_im]
        ring
      have h4 : ‖((t : ℂ) * star z) • y‖ ^ 2 = t ^ 2 * ‖z‖ ^ 2 * ‖y‖ ^ 2 := by
        rw [norm_smul, norm_mul, norm_star, Complex.norm_real, Real.norm_eq_abs,
          mul_pow, mul_pow, sq_abs]
      rw [norm_sub_sq (𝕜 := ℂ), h3, h4] at h2
      linarith
    -- a short enough step would lower the residual if the overlap were nonzero
    by_contra hne
    have hs : 0 < ‖z‖ ^ 2 := pow_pos (norm_pos_iff.mpr hne) 2
    have hN : 0 < ‖y‖ ^ 2 + 1 := by positivity
    obtain ⟨t, ht⟩ : ∃ t : ℝ, t = (‖y‖ ^ 2 + 1)⁻¹ := ⟨_, rfl⟩
    have ht0 : 0 < t := by rw [ht]; exact inv_pos.mpr hN
    have ht1 : t * (‖y‖ ^ 2 + 1) = 1 := by rw [ht]; exact inv_mul_cancel₀ hN.ne'
    have h5 : t ^ 2 * ‖z‖ ^ 2 * ‖y‖ ^ 2 = t * ‖z‖ ^ 2 - t ^ 2 * ‖z‖ ^ 2 := by
      linear_combination (t * ‖z‖ ^ 2) * ht1
    have h6 : 0 < t * ‖z‖ ^ 2 := mul_pos ht0 hs
    have h7 : 0 < t ^ 2 * ‖z‖ ^ 2 := mul_pos (pow_pos ht0 2) hs
    linarith [key t]
  · intro h x hx
    have h1 := residual_sq h hx
    exact le_of_sq_le_sq₀ (by linarith [sq_nonneg ‖A x‖]) (norm_nonneg _)
where
  le_of_sq_le_sq₀ {a c : ℝ} (h : a ^ 2 ≤ c ^ 2) (hc : 0 ≤ c) : a ≤ c :=
    le_of_not_gt fun hlt => by nlinarith
```

The first half of the proof is the trial-vector argument. The inequality `key` is what stagnation would imply for every real $t$, namely $2t|z|^2\le t^2|z|^2\|y\|^2$. Inside it, `h3` computes the cross term and `h4` the quadratic term. The proof then assumes $z\ne0$ and inserts $t=1/(\|y\|^2+1)$. The identity `h5` rewrites the right side as $t|z|^2-t^2|z|^2$, which is too small, and `linarith` finds the contradiction. The second half applies `residual_sq` and passes from squares to norms.

Q: Where does the ring come in?

A: In the index type `ZMod n`, whose addition wraps around when $n\ge1$. The space `EuclideanSpace ℂ (ZMod n)` is then $\mathbb C^n$ with its usual norm, one amplitude per site, and `site i` is $e_i$.

```lean
/-- For `n ≥ 1`, the basis vector `e_i` of a ring of `n` sites. -/
def site {n : ℕ} (i : ZMod n) : EuclideanSpace ℂ (ZMod n) :=
  WithLp.toLp 2 (fun j => if j = i then (1 : ℂ) else 0)
```

The shift is defined by its action on amplitudes, `x (i - 1)`, and comes with proofs that it is linear.

```lean
/-- For `n ≥ 1`, the cyclic shift on `n` sites, which moves every amplitude one site forward around
the ring. -/
def cyclicShift (n : ℕ) : Module.End ℂ (EuclideanSpace ℂ (ZMod n)) where
  toFun x := WithLp.toLp 2 (fun i => x (i - 1))
  map_add' x y := by ext i; simp
  map_smul' c x := by ext i; simp
```

Q: The amplitude at $i$ comes from $i-1$. Does that move a particle forwards or backwards?

A: Forwards. The next theorem confirms that $e_i$ goes to $e_{i+1}$, because $j-1=i$ is the same condition as $j=i+1$.

```lean
/-- The shift sends `e_i` to `e_(i+1)`, with indices taken modulo `n`. -/
theorem shift_site {n : ℕ} (i : ZMod n) : cyclicShift n (site i) = site (i + 1) := by
  ext j
  change (if j - 1 = i then (1 : ℂ) else 0) = if j = i + 1 then (1 : ℂ) else 0
  simp only [sub_eq_iff_eq_add]
```

Repeating this, by induction on the number of applications, gives $A^je_0=e_j$. The natural number `j` is read modulo $n$ when it becomes a site label.

```lean
/-- Applying the shift `j` times to `e_0` gives `e_j`, with `j` taken modulo `n`. -/
theorem shift_pow_site (n j : ℕ) :
    (cyclicShift n ^ j) (site 0) = site (j : ZMod n) := by
  induction j with
  | zero => simp
  | succ j ih => rw [pow_succ', Module.End.mul_apply, ih, shift_site, Nat.cast_succ]
```

Q: Is $b$ normalised, or does the "one" hide a factor?

A: It is normalised. From here on `NeZero n` excludes $n=0$, for which `ZMod 0` is the infinite set of integers instead of a finite ring of sites, and `norm_site` finds that only one term of the sum of squares survives.

```lean
variable {n : ℕ} [NeZero n]

lemma norm_site (i : ZMod n) : ‖site i‖ = 1 := by
  have h : ‖site i‖ ^ 2 = 1 := by
    rw [EuclideanSpace.norm_sq_eq, Finset.sum_eq_single i]
    · simp [site]
    · intro j _ hj
      simp [site, hj]
    · simp
  nlinarith [norm_nonneg (site i)]
```

The hypothesis of the general criterion is checked next. The key fact is that $n$ does not divide $j$ when $1\le j\le k<n$, so $e_j$ and $e_0$ sit on different sites and every term of their inner product vanishes.

```lean
lemma shift_orthogonal {k : ℕ} (hk : k < n) (j : ℕ) (h1 : 1 ≤ j) (hj : j ≤ k) :
    inner ℂ (site (0 : ZMod n)) ((cyclicShift n ^ j) (site 0)) = 0 := by
  have hne : (j : ZMod n) ≠ 0 := by
    rw [Ne, CharP.cast_eq_zero_iff (ZMod n) n]
    exact Nat.not_dvd_of_pos_of_lt (by omega) (by omega)
  rw [shift_pow_site, PiLp.inner_apply]
  refine Finset.sum_eq_zero fun i _ => ?_
  by_cases hi : i = 0
  · subst hi
    simp [site, hne.symm]
  · simp [site, hi]
```

Q: You used norm preservation. Is it assumed?

A: It is proved, in `hnorm`. The map $i\mapsto i-1$ is a bijection of the ring, so it permutes the terms of $\sum_i|x_i|^2$ without changing the sum. Combined with `residual_sq`, this gives $1+\|x\|^2$.

```lean
/-- For the cyclic shift with `b = e_0` and `k < n`, the squared residual of any `x` in `K_k`
is `1 + ‖x‖²`. -/
theorem shift_residual_sq {k : ℕ} (hk : k < n) {x : EuclideanSpace ℂ (ZMod n)}
    (hx : x ∈ krylov (cyclicShift n) (site 0) k) :
    ‖site 0 - cyclicShift n x‖ ^ 2 = 1 + ‖x‖ ^ 2 := by
  -- the shift only relabels the amplitudes, so it preserves the norm
  have hnorm : ‖cyclicShift n x‖ ^ 2 = ‖x‖ ^ 2 := by
    rw [EuclideanSpace.norm_sq_eq, EuclideanSpace.norm_sq_eq]
    exact (Equiv.subRight (1 : ZMod n)).sum_comp (fun i => ‖x i‖ ^ 2)
  rw [residual_sq (shift_orthogonal hk) hx, hnorm, norm_site, one_pow]
```

Q: So what exactly does the main theorem claim?

A: Four things, for every $n\ge1$: $\|e_0\|=1$; every $x\in K_k$ with $k<n$ has residual at least one; $e_{-1}$ belongs to $K_n$; and the shift maps $e_{-1}$ to $e_0$. On a single site the shift is the identity. Then only $k=0$ lies below $n$, and $K_1$ already contains the solution $e_0=e_{-1}$.

```lean
/-- GMRES stagnation: for the cyclic shift on `n` sites and `b = e_0`, of norm one, no vector
of `K_k` with `k < n` has a residual below one, while `K_n` contains the solution `e_(-1)`. -/
theorem gmres_stagnation (n : ℕ) [NeZero n] :
    ‖site (0 : ZMod n)‖ = 1 ∧
    (∀ k < n, ∀ x ∈ krylov (cyclicShift n) (site 0) k,
      1 ≤ ‖site 0 - cyclicShift n x‖) ∧
    site (-1) ∈ krylov (cyclicShift n) (site 0) n ∧
    cyclicShift n (site (-1)) = site 0 := by
  have hn : 0 < n := Nat.pos_of_ne_zero (NeZero.ne n)
  refine ⟨norm_site 0, ?_, ?_, ?_⟩
  · intro k hk x hx
    have h := (stagnation_iff _ _ k).2 (shift_orthogonal hk) x hx
    rwa [norm_site] at h
  · -- the last Krylov vector is the solution
    have hc : ((n - 1 : ℕ) : ZMod n) = -1 := by
      rw [Nat.cast_sub (by omega : 1 ≤ n)]
      simp
    exact Submodule.subset_span ⟨n - 1, by omega, by rw [shift_pow_site, hc]⟩
  · rw [shift_site, neg_add_cancel]
```

The lower bound uses the criterion from right to left. Membership in $K_n$ uses the generator with exponent $n-1$, after `hc` identifies $n-1$ with $-1$ modulo $n$.

Q: A residual of at least one still leaves room for the iterate to wander at constant residual.

A: The last theorem excludes that. If $x$ minimises the residual over $K_k$, comparing it with the zero vector gives $\|e_0-Ax\|\le1$. The identity $\|e_0-Ax\|^2=1+\|x\|^2$ then forces $x=0$. Zero is indeed a minimiser, by the lower bound in `gmres_stagnation`.

```lean
/-- For the cyclic shift with `b = e_0` and `k < n`, a vector that minimises the residual
over `K_k` is zero. -/
theorem gmres_iterate_eq_zero {k : ℕ} (hk : k < n) {x : EuclideanSpace ℂ (ZMod n)}
    (hx : x ∈ krylov (cyclicShift n) (site 0) k)
    (hmin : ∀ y ∈ krylov (cyclicShift n) (site 0) k,
      ‖site 0 - cyclicShift n x‖ ≤ ‖site 0 - cyclicShift n y‖) : x = 0 := by
  -- compare the minimiser with the zero vector
  have h0 := hmin 0 (Submodule.zero_mem _)
  rw [map_zero, sub_zero, norm_site] at h0
  have h1 := shift_residual_sq hk hx
  have h2 : ‖x‖ ^ 2 = 0 := by
    nlinarith [norm_nonneg (site 0 - cyclicShift n x), sq_nonneg ‖x‖]
  exact norm_eq_zero.mp (pow_eq_zero_iff two_ne_zero |>.mp h2)

end GMRESStagnation
```

```lean
#print axioms GMRESStagnation.gmres_stagnation
#print axioms GMRESStagnation.gmres_iterate_eq_zero
```

```
'GMRESStagnation.gmres_stagnation' depends on axioms: [propext, Classical.choice, Quot.sound]
'GMRESStagnation.gmres_iterate_eq_zero' depends on axioms: [propext, Classical.choice, Quot.sound]
```

Q: What would I see if I ran this in an actual code?

A: Without a preconditioner, and if the code neither restarts nor stops before step $n$, a residual history equal to one for $k=0,\dots,n-1$, then zero at step $n$. The Arnoldi process starts from $e_0$, and each of the first $n-1$ applications of $A$ gives a new basis vector that is already orthogonal to the earlier ones. For $1\le k<n$ the Hessenberg array has $k+1$ rows and $k$ columns, with ones just below the diagonal and zeros elsewhere. The small problem is to approximate $(1,0,\dots,0)^T$ by a combination of its columns. The first row is zero, so every combination of the columns is orthogonal to the target, and the columns are linearly independent, so the best coefficients are all zero.

Q: And with restarts?

A: If the code restarts after $m<n$ steps, each cycle returns the zero correction and hands the same residual $e_0$ to the next. It never converges, however many cycles you allow. The array and the restart argument are ordinary linear algebra that I have added to the Lean results.

Q: Does any of this matter for electronic structure?

A: Krylov solvers are applied there to linear systems for response functions and Green's functions, and this example, a one-particle translation on a finite ring, shows that a flat residual history need not mean that the system is singular or the code broken. It does not predict how GMRES behaves for a realistic Hamiltonian. For a given $A$ and $b$, the general criterion tells you which overlaps to inspect: $\langle b,A^jb\rangle$ for $1\le j\le k$.
